# At Any Positive Temperature, a Harmonic Mode's Quantum Position Variance Exceeds Both Its Classical and Its Zero-Point-Sampling Values

To compute an absorption band by the reflection principle, one draws geometries of the initial state and collects the vertical energy gap at each. Suppose that all geometries absorb with equal strength, that no further line broadening is added, and that the gap is a linear function of one normal coordinate $x$. The standard deviation of the band is then the absolute slope times that of $x$, so for a given slope the sampling rule sets the width. Three rules are compared here for a single harmonic mode: quantum thermal, classical thermal, and fixed zero-point energy with uniform phase.

## The mode and its three variances

The mode has mass $m$, angular frequency $\omega$ (`w`) and inverse temperature $\beta=1/(kT)$. These and $\hbar$ are real numbers, assumed positive in the theorems.

In Lean 4 with Mathlib:

```lean
import Mathlib

open MeasureTheory
open scoped Real

namespace HarmonicReflectionWidth

noncomputable section
```

The levels have energy $E_n=\hbar\omega(n+\tfrac12)$, $n=0,1,2,\dots$

```lean
/-- Energy of level `n` of a harmonic mode. -/
def levelEnergy (w hbar : ℝ) (n : ℕ) : ℝ := hbar * w * (n + 1 / 2)
```

In the energy basis, position couples only neighbouring levels:
$$x_{jk}=\sqrt{\tfrac{\hbar}{2m\omega}}\left(\sqrt{k}\,\delta_{k,j+1}+\sqrt{j}\,\delta_{j,k+1}\right).$$
The energies and these elements are the quantum input; they are taken as definitions, not derived from the Schrödinger equation.

```lean
/-- Matrix element of the position operator between the harmonic levels `j` and `k`. -/
def positionElement (m w hbar : ℝ) (j k : ℕ) : ℝ :=
  √(hbar / (2 * m * w)) *
    ((if k = j + 1 then √(k : ℝ) else 0) + (if j = k + 1 then √(j : ℝ) else 0))
```

The mean square position in level $n$ is $(x^2)_{nn}=\sum_k x_{nk}x_{kn}$, a sum over all levels.

```lean
/-- Diagonal element of the squared position operator in level `n`. -/
def levelVariance (m w hbar : ℝ) (n : ℕ) : ℝ :=
  ∑' k, positionElement m w hbar n k * positionElement m w hbar k n
```

The thermal value weights each level by $e^{-\beta E_n}$ and divides by the partition function.

```lean
/-- Boltzmann average of the level variances at inverse temperature `beta`. -/
def thermalVariance (m w hbar beta : ℝ) : ℝ :=
  (∑' n, Real.exp (-beta * levelEnergy w hbar n) * levelVariance m w hbar n) /
    ∑' n, Real.exp (-beta * levelEnergy w hbar n)
```

Classically, $x$ has the Boltzmann weight of the potential $m\omega^2x^2/2$.

```lean
/-- Mean square position in the classical Boltzmann distribution of the harmonic well. -/
def classicalVariance (m w beta : ℝ) : ℝ :=
  (∫ x : ℝ, x ^ 2 * Real.exp (-beta * (m * w ^ 2 * x ^ 2 / 2))) /
    ∫ x : ℝ, Real.exp (-beta * (m * w ^ 2 * x ^ 2 / 2))
```

An orbit of energy $\hbar\omega/2$ turns at $A$, where $m\omega^2A^2/2=\hbar\omega/2$.

```lean
/-- Classical turning point at the zero-point energy `hbar * w / 2`. -/
def turningPoint (m w hbar : ℝ) : ℝ := √(2 * (hbar * w / 2) / (m * w ^ 2))
```

Zero-point sampling sets $x=A\cos\varphi$ with $\varphi$ uniform on $[0,2\pi]$.

```lean
/-- Mean square position on the zero-point-energy orbit with uniformly distributed phase. -/
def zpeVariance (m w hbar : ℝ) : ℝ :=
  (∫ φ in (0 : ℝ)..(2 * π), (turningPoint m w hbar * Real.cos φ) ^ 2) / (2 * π)
```

The band width is defined as $|g|\sigma$, with $g$ the slope of the gap and $\sigma$ the square root of the variance. It is not extracted from a computed spectrum.

```lean
/-- Reflection band width: absolute slope of the energy gap times the position spread. -/
def bandWidth (slope variance : ℝ) : ℝ := |slope| * √variance
```

## The thermal sum over levels

Since $x_{nn}=0$, every level has zero mean position, and so has the thermal state. Only $k=n+1$ and $k=n-1$ contribute to the mean square:
$$\sum_k x_{nk}x_{kn}=\frac{\hbar}{2m\omega}\left[(n+1)+n\right]=\frac{\hbar}{m\omega}\left(n+\tfrac12\right).$$
For $n=0$ there is no lower neighbour, and its term is zero. In the proof, `key` makes the case split, and `s1` and `s2` sum the two contributions. `HasSum` says that the series converges to the stated number.

```lean
/-- In level `n` the mean position is zero and the mean square position is
`(hbar / (m w)) (n + 1/2)`. -/
theorem level_variance {m w hbar : ℝ} (hm : 0 < m) (hw : 0 < w) (hh : 0 < hbar) (n : ℕ) :
    positionElement m w hbar n n = 0 ∧
    HasSum (fun k => positionElement m w hbar n k * positionElement m w hbar k n)
      (hbar / (m * w) * (n + 1 / 2)) := by
  refine ⟨by simp [positionElement], ?_⟩
  have hc := Real.mul_self_sqrt (show 0 ≤ hbar / (2 * m * w) by positivity)
  -- only the two neighbouring levels contribute
  have key : ∀ k : ℕ, positionElement m w hbar n k * positionElement m w hbar k n =
      (if k = n + 1 then hbar / (2 * m * w) * ((n : ℝ) + 1) else 0) +
      (if n = k + 1 then hbar / (2 * m * w) * (n : ℝ) else 0) := by
    intro k
    by_cases h1 : k = n + 1
    · have h2 : ¬ n = k + 1 := by omega
      have hs := Real.mul_self_sqrt (Nat.cast_nonneg k : (0 : ℝ) ≤ k)
      have hk : (k : ℝ) = n + 1 := by exact_mod_cast h1
      simp only [positionElement, if_pos h1, if_neg h2, add_zero, zero_add]
      linear_combination (k : ℝ) * hc +
        √(hbar / (2 * m * w)) * √(hbar / (2 * m * w)) * hs + hbar / (2 * m * w) * hk
    · by_cases h2 : n = k + 1
      · have hs := Real.mul_self_sqrt (Nat.cast_nonneg n : (0 : ℝ) ≤ n)
        simp only [positionElement, if_neg h1, if_pos h2, add_zero, zero_add]
        linear_combination (n : ℝ) * hc +
          √(hbar / (2 * m * w)) * √(hbar / (2 * m * w)) * hs
      · simp [positionElement, h1, h2]
  have s1 := hasSum_ite_eq (n + 1) (hbar / (2 * m * w) * ((n : ℝ) + 1))
  have s2 : HasSum (fun k : ℕ => if n = k + 1 then hbar / (2 * m * w) * (n : ℝ) else 0)
      (hbar / (2 * m * w) * (n : ℝ)) := by
    have h := hasSum_single
      (f := fun k : ℕ => if n = k + 1 then hbar / (2 * m * w) * (n : ℝ) else 0) (n - 1)
      (by
        intro k hk
        have : ¬ n = k + 1 := by omega
        simp [this])
    have e : (if n = n - 1 + 1 then hbar / (2 * m * w) * (n : ℝ) else 0) =
        hbar / (2 * m * w) * (n : ℝ) := by
      rcases Nat.eq_zero_or_pos n with h0 | h0
      · simp [h0]
      · rw [if_pos (by omega)]
    convert h using 1
    exact e.symm
  have e : hbar / (m * w) * ((n : ℝ) + 1 / 2) =
      hbar / (2 * m * w) * ((n : ℝ) + 1) + hbar / (2 * m * w) * (n : ℝ) := by ring
  rw [e, funext key]
  exact s1.add s2
```

Let $s=e^{-\beta\hbar\omega/2}$, so $0<s<1$ and $e^{-\beta E_n}=s\,(s^2)^n$. The geometric series and $\sum_n n r^n=r/(1-r)^2$, at $r=s^2$, give
$$\sum_n e^{-\beta E_n}=\frac{s}{1-s^2},$$
$$\sum_n e^{-\beta E_n}\left(n+\tfrac12\right)=s\left[\frac{s^2}{(1-s^2)^2}+\frac{1}{2(1-s^2)}\right]=\frac{s(1+s^2)}{2(1-s^2)^2}.$$

```lean
/-- Closed forms of the Boltzmann sums of `1` and of `n + 1/2` over the harmonic levels. -/
theorem boltzmann_sums {w hbar beta s : ℝ} (hw : 0 < w) (hh : 0 < hbar) (hb : 0 < beta)
    (hs : s = Real.exp (-(beta * hbar * w / 2))) :
    HasSum (fun n => Real.exp (-beta * levelEnergy w hbar n)) (s / (1 - s ^ 2)) ∧
    HasSum (fun n : ℕ => Real.exp (-beta * levelEnergy w hbar n) * ((n : ℝ) + 1 / 2))
      (s * (1 + s ^ 2) / (2 * (1 - s ^ 2) ^ 2)) := by
  have he : ∀ n : ℕ, Real.exp (-beta * levelEnergy w hbar n) = s * (s ^ 2) ^ n := by
    intro n
    rw [hs, ← pow_mul, ← Real.exp_nat_mul, ← Real.exp_add]
    congr 1
    unfold levelEnergy
    push_cast
    ring
  have hs0 : 0 < s := hs ▸ Real.exp_pos _
  have hs1 : s < 1 := by
    rw [hs, Real.exp_lt_one_iff]
    have : 0 < beta * hbar * w / 2 := by positivity
    linarith
  have hr : s ^ 2 < 1 := by nlinarith
  have hne : 1 - s ^ 2 ≠ 0 := by linarith
  have g1 := hasSum_geometric_of_lt_one (sq_nonneg s) hr
  have g2 := hasSum_coe_mul_geometric_of_norm_lt_one (𝕜 := ℝ) (r := s ^ 2)
    (by rw [Real.norm_of_nonneg (sq_nonneg s)]; exact hr)
  have g3 : HasSum (fun n : ℕ => s * ((n : ℝ) * (s ^ 2) ^ n + 1 / 2 * (s ^ 2) ^ n))
      (s * (s ^ 2 / (1 - s ^ 2) ^ 2 + 1 / 2 * (1 - s ^ 2)⁻¹)) :=
    (g2.add (g1.mul_left (1 / 2))).mul_left s
  constructor
  · rw [funext he, div_eq_mul_inv]
    exact g1.mul_left s
  · convert g3 using 1
    · funext n
      rw [he n]
      ring
    · field_simp
      ring
```

Dividing gives $\langle n+\tfrac12\rangle=\frac{1+s^2}{2(1-s^2)}$. With $u=\beta\hbar\omega/2$, multiplying the numerator and denominator of $\coth u=(e^u+e^{-u})/(e^u-e^{-u})$ by $s=e^{-u}$ gives $(1+s^2)/(1-s^2)$. Hence
$$\sigma_{\rm th}^2=\frac{\hbar}{m\omega}\left\langle n+\tfrac12\right\rangle=\frac{\hbar}{2m\omega}\coth\frac{\beta\hbar\omega}{2}.$$
The code writes $\coth$ as `Real.cosh` over `Real.sinh`; `hcoth` is the conversion from $s$.

```lean
/-- The thermal position variance is `(hbar / (2 m w)) coth (beta hbar w / 2)`. -/
theorem thermal_variance_eq {m w hbar beta : ℝ} (hm : 0 < m) (hw : 0 < w) (hh : 0 < hbar)
    (hb : 0 < beta) : thermalVariance m w hbar beta = hbar / (2 * m * w) *
      (Real.cosh (beta * hbar * w / 2) / Real.sinh (beta * hbar * w / 2)) := by
  have hu : 0 < beta * hbar * w / 2 := by positivity
  obtain ⟨s, hs⟩ : ∃ s, s = Real.exp (-(beta * hbar * w / 2)) := ⟨_, rfl⟩
  obtain ⟨h1, h2⟩ := boltzmann_sums hw hh hb hs
  have hnum : ∑' n, Real.exp (-beta * levelEnergy w hbar n) * levelVariance m w hbar n =
      hbar / (m * w) * (s * (1 + s ^ 2) / (2 * (1 - s ^ 2) ^ 2)) := by
    rw [← (h2.mul_left (hbar / (m * w))).tsum_eq]
    refine tsum_congr fun n => ?_
    have hl : levelVariance m w hbar n = hbar / (m * w) * (n + 1 / 2) :=
      (level_variance hm hw hh n).2.tsum_eq
    rw [hl]
    ring
  have hs0 : 0 < s := hs ▸ Real.exp_pos _
  have hs1 : s < 1 := by
    rw [hs, Real.exp_lt_one_iff]
    linarith
  have hne : 1 - s ^ 2 ≠ 0 := by nlinarith
  have hE : Real.exp (beta * hbar * w / 2) * s = 1 := by
    rw [hs, ← Real.exp_add, add_neg_cancel, Real.exp_zero]
  -- coth written through the Boltzmann factor of half a quantum
  have hcoth : Real.cosh (beta * hbar * w / 2) / Real.sinh (beta * hbar * w / 2) =
      (1 + s ^ 2) / (1 - s ^ 2) := by
    rw [div_eq_div_iff (Real.sinh_pos_iff.2 hu).ne' hne, Real.cosh_eq, Real.sinh_eq, ← hs]
    linear_combination (-s) * hE
  unfold thermalVariance
  rw [hnum, h1.tsum_eq, hcoth]
  field_simp
```

## The two classical samplings

The classical mean vanishes under $x\to-x$. For the variance, put $b=\beta m\omega^2/2$ and integrate a total derivative over the line:
$$0=\int\frac{d}{dx}\left(xe^{-bx^2}\right)dx=\int e^{-bx^2}dx-2b\int x^2e^{-bx^2}dx.$$
Therefore $\sigma_{\rm cl}^2=1/(2b)=kT/(m\omega^2)$. The derivative is `hd`, and `h0` is its vanishing integral.

```lean
/-- The classical Boltzmann distribution has zero mean position and variance `kT / (m w²)`,
with `kT = 1 / beta`. -/
theorem classical_variance_eq {m w beta : ℝ} (hm : 0 < m) (hw : 0 < w) (hb : 0 < beta) :
    (∫ x : ℝ, x * Real.exp (-beta * (m * w ^ 2 * x ^ 2 / 2))) = 0 ∧
    classicalVariance m w beta = 1 / beta / (m * w ^ 2) := by
  constructor
  · have h := integral_neg_eq_self
      (fun x : ℝ => x * Real.exp (-beta * (m * w ^ 2 * x ^ 2 / 2))) volume
    have e : ∀ x : ℝ, -x * Real.exp (-beta * (m * w ^ 2 * (-x) ^ 2 / 2)) =
        -(x * Real.exp (-beta * (m * w ^ 2 * x ^ 2 / 2))) := by
      intro x
      rw [neg_sq]
      ring
    simp only [e, integral_neg] at h
    linarith
  · have key : ∀ b : ℝ, 0 < b → (∫ x : ℝ, x ^ 2 * Real.exp (-b * x ^ 2)) /
        (∫ x : ℝ, Real.exp (-b * x ^ 2)) = 1 / (2 * b) := by
      intro b hb
      have i0 := integrable_exp_neg_mul_sq hb
      have i2 : Integrable (fun x : ℝ => x ^ 2 * Real.exp (-b * x ^ 2)) := by
        simpa using integrable_rpow_mul_exp_neg_mul_sq hb (s := 2) (by norm_num)
      -- the total derivative of x exp(-b x²) integrates to zero
      have hd : ∀ x : ℝ, HasDerivAt (fun y : ℝ => y * Real.exp (-b * y ^ 2))
          (Real.exp (-b * x ^ 2) - 2 * b * (x ^ 2 * Real.exp (-b * x ^ 2))) x := by
        intro x
        have hq : HasDerivAt (fun y : ℝ => y ^ 2) (2 * x) x := by
          simpa using hasDerivAt_pow 2 x
        exact ((hasDerivAt_id' x).fun_mul (hq.const_mul (-b)).exp).congr_deriv (by ring)
      have h0 := integral_eq_zero_of_hasDerivAt_of_integrable hd
        (i0.sub (i2.const_mul (2 * b))) (integrable_mul_exp_neg_mul_sq hb)
      rw [integral_sub i0 (i2.const_mul (2 * b)), integral_const_mul] at h0
      have hI : (∫ x : ℝ, Real.exp (-b * x ^ 2)) ≠ 0 := by
        rw [integral_gaussian]
        positivity
      rw [div_eq_div_iff hI (by positivity)]
      linear_combination -h0
    have hE : ∀ x : ℝ, Real.exp (-beta * (m * w ^ 2 * x ^ 2 / 2)) =
        Real.exp (-(beta * m * w ^ 2 / 2) * x ^ 2) := by
      intro x
      congr 1
      ring
    simp only [classicalVariance, hE]
    rw [key _ (by positivity)]
    field_simp
```

For the orbit, $\cos\varphi$ averages to zero and $\cos^2\varphi$ to $\tfrac12$. Since $A^2=\hbar/(m\omega)$, the variance is $\sigma_{\rm zp}^2=\hbar/(2m\omega)$.

```lean
/-- Zero-point-energy sampling with uniform phase has zero mean position and variance
`hbar / (2 m w)`. -/
theorem zpe_variance_eq {m w hbar : ℝ} (hm : 0 < m) (hw : 0 < w) (hh : 0 < hbar) :
    (∫ φ in (0 : ℝ)..(2 * π), turningPoint m w hbar * Real.cos φ) = 0 ∧
    zpeVariance m w hbar = hbar / (2 * m * w) := by
  constructor
  · rw [intervalIntegral.integral_const_mul, integral_cos, Real.sin_two_pi, Real.sin_zero]
    ring
  · have hA : turningPoint m w hbar ^ 2 = 2 * (hbar * w / 2) / (m * w ^ 2) :=
      Real.sq_sqrt (by positivity)
    have hpi := Real.pi_ne_zero
    simp only [zpeVariance, mul_pow]
    rw [intervalIntegral.integral_const_mul, integral_cos_sq, hA, Real.sin_two_pi,
      Real.sin_zero]
    simp only [mul_zero, sub_zero, zero_add]
    field_simp
```

## Bounds on the hyperbolic cotangent

Let $u>0$. By the mean value theorem, $\sinh u/u=\cosh c$ for some $0<c<u$, and $\cosh c<\cosh u$, so $1/u<\coth u$. Since $\sinh u<\cosh u$, also $1<\coth u$. Finally, $\cosh u=\sinh u+e^{-u}$ and $e^{2u}>1+2u$ give
$$\coth u=1+\frac{2}{e^{2u}-1}<1+\frac1u.$$

```lean
/-- For `u > 0`, `coth u` exceeds both `1/u` and `1` and is smaller than their sum. -/
theorem coth_bounds {u : ℝ} (hu : 0 < u) :
    1 / u < Real.cosh u / Real.sinh u ∧ 1 < Real.cosh u / Real.sinh u ∧
    Real.cosh u / Real.sinh u < 1 / u + 1 := by
  have hS : 0 < Real.sinh u := Real.sinh_pos_iff.2 hu
  refine ⟨?_, ?_, ?_⟩
  · -- mean value theorem for sinh on [0, u]
    obtain ⟨c, hc, h⟩ := exists_hasDerivAt_eq_slope Real.sinh Real.cosh hu
      Real.continuous_sinh.continuousOn (fun x _ => Real.hasDerivAt_sinh x)
    have hlt : Real.cosh c < Real.cosh u := by
      rw [Real.cosh_lt_cosh, abs_of_pos hc.1, abs_of_pos hu]
      exact hc.2
    rw [Real.sinh_zero, sub_zero, sub_zero] at h
    rw [h, div_lt_iff₀ hu] at hlt
    rw [div_lt_div_iff₀ hu hS]
    linarith
  · rw [lt_div_iff₀ hS, one_mul]
    exact Real.sinh_lt_cosh u
  · have h1 : 2 * u + 1 < Real.exp (2 * u) := Real.add_one_lt_exp (by positivity)
    have h2 : Real.exp (-u) * Real.exp (2 * u) = Real.exp u := by
      rw [← Real.exp_add]
      congr 1
      ring
    have h3 := mul_lt_mul_of_pos_left h1 (Real.exp_pos (-u))
    have hC : Real.cosh u = Real.sinh u + Real.exp (-u) := by
      linarith [Real.cosh_sub_sinh u]
    have e : 1 / u + 1 = (1 + u) / u := by field_simp
    rw [e, div_lt_div_iff₀ hS hu, hC]
    nlinarith [Real.sinh_eq u]
```

Multiply all three bounds by $\hbar/(2m\omega)$. At $u=\beta\hbar\omega/2$ the term $1/u$ becomes $kT/(m\omega^2)$, so
$$\max(\sigma_{\rm cl}^2,\sigma_{\rm zp}^2)<\sigma_{\rm th}^2<\sigma_{\rm cl}^2+\sigma_{\rm zp}^2.$$

```lean
/-- The thermal quantum variance strictly exceeds the classical variance and the
zero-point-energy variance, and is strictly below their sum. -/
theorem variance_bounds {m w hbar beta : ℝ} (hm : 0 < m) (hw : 0 < w) (hh : 0 < hbar)
    (hb : 0 < beta) :
    classicalVariance m w beta < thermalVariance m w hbar beta ∧
    zpeVariance m w hbar < thermalVariance m w hbar beta ∧
    thermalVariance m w hbar beta < classicalVariance m w beta + zpeVariance m w hbar := by
  have hc : 0 < hbar / (2 * m * w) := by positivity
  obtain ⟨h1, h2, h3⟩ := coth_bounds (show 0 < beta * hbar * w / 2 by positivity)
  have e : 1 / beta / (m * w ^ 2) =
      hbar / (2 * m * w) * (1 / (beta * hbar * w / 2)) := by field_simp
  rw [thermal_variance_eq hm hw hh hb, (classical_variance_eq hm hw hb).2,
    (zpe_variance_eq hm hw hh).2, e]
  have k1 := mul_lt_mul_of_pos_left h1 hc
  have k2 := mul_lt_mul_of_pos_left h2 hc
  have k3 := mul_lt_mul_of_pos_left h3 hc
  rw [mul_one] at k2
  rw [mul_add, mul_one] at k3
  exact ⟨k1, k2, k3⟩
```

## The order of the band widths

The square root is strictly increasing, and multiplication by $|g|>0$ preserves the order, so the quantum thermal band is the widest. For $g=0$ all three widths vanish, hence the hypothesis `slope ≠ 0`. Writing $\sigma_{\rm zp}^2=(\hbar\omega/2)/(m\omega^2)$ shows that the classical band is narrower than the zero-point one exactly when $kT<\hbar\omega/2$.

```lean
/-- For nonzero slope the thermal quantum band is strictly wider than the classical band and
the zero-point-energy band; the classical band is the narrowest exactly when
`kT < hbar w / 2`. -/
theorem band_width_order {m w hbar beta slope : ℝ} (hm : 0 < m) (hw : 0 < w)
    (hh : 0 < hbar) (hb : 0 < beta) (hk : slope ≠ 0) :
    bandWidth slope (classicalVariance m w beta) <
      bandWidth slope (thermalVariance m w hbar beta) ∧
    bandWidth slope (zpeVariance m w hbar) <
      bandWidth slope (thermalVariance m w hbar beta) ∧
    (bandWidth slope (classicalVariance m w beta) < bandWidth slope (zpeVariance m w hbar) ↔
      1 / beta < hbar * w / 2) := by
  obtain ⟨h1, h2, -⟩ := variance_bounds hm hw hh hb
  have hk' : 0 < |slope| := abs_pos.2 hk
  have c0 : 0 ≤ classicalVariance m w beta := by
    rw [(classical_variance_eq hm hw hb).2]
    positivity
  have z0 : 0 ≤ zpeVariance m w hbar := by
    rw [(zpe_variance_eq hm hw hh).2]
    positivity
  refine ⟨mul_lt_mul_of_pos_left (Real.sqrt_lt_sqrt c0 h1) hk',
    mul_lt_mul_of_pos_left (Real.sqrt_lt_sqrt z0 h2) hk', ?_⟩
  have e : hbar / (2 * m * w) = hbar * w / 2 / (m * w ^ 2) := by field_simp
  have hmw : 0 < m * w ^ 2 := by positivity
  unfold bandWidth
  rw [mul_lt_mul_iff_right₀ hk', Real.sqrt_lt_sqrt_iff c0,
    (classical_variance_eq hm hw hb).2, (zpe_variance_eq hm hw hh).2, e,
    div_lt_div_iff_of_pos_right hmw]

end

end HarmonicReflectionWidth
```

```lean
#print axioms HarmonicReflectionWidth.variance_bounds
#print axioms HarmonicReflectionWidth.band_width_order
```

```
'HarmonicReflectionWidth.variance_bounds' depends on axioms: [propext, Classical.choice, Quot.sound]
'HarmonicReflectionWidth.band_width_order' depends on axioms: [propext, Classical.choice, Quot.sound]
```

## Numbers and a line of code

Take $\hbar=m=\omega=|g|=1$ and $u=\ln3$. Then $s=1/3$, $\coth u=(10/9)/(8/9)=5/4$ and $kT=1/(2\ln3)\approx0.455$.

| Sampling | Variance | Band width |
|---|---|---|
| Classical thermal | 0.455 | 0.675 |
| Zero-point energy | 0.500 | 0.707 |
| Quantum thermal | 0.625 | 0.791 |

The quantum variance is below the sum $0.955$ of the other two, and since $kT<\tfrac12$ the classical band is the narrowest.

In a sampling code, the quantum thermal spread of one harmonic mode is

```python
sigma = sqrt(hbar / (2 * m * w * tanh(hbar * w / (2 * kT))))
```

with `m = 1` in mass-weighted coordinates. In the thermal Wigner distribution of a harmonic mode, the coordinate is Gaussian with this standard deviation; the theorems concern the variance alone, not the shape of the distribution or of the band.
